# Finitely many open two-wave gaps at one volume do not fix their scale derivatives when the form factor may be any polynomial

Suppose that a local pseudopotential has been fitted to the bands of a crystal at one volume, and one wants to know how its gaps move when the crystal is compressed. If the form factor may be any real polynomial in the squared wavevector, any finite set of open two-wave gaps at that volume, belonging to distinct reciprocal lengths, puts no restriction on their first derivatives with respect to the lattice scale.

```lean
import Mathlib

open Polynomial

namespace PlaneWaveDeformation

noncomputable section

/-- The plane-wave Hamiltonian at lattice scale `L ≠ 0`, with form factor `p` as a function of
squared wavevector; `k` and the basis vectors `G a` are in units of the reference lattice. -/
def planeWaveH {ι : Type*} [DecidableEq ι] {d : ℕ} (G : ι → EuclideanSpace ℝ (Fin d))
    (p : ℝ[X]) (L : ℝ) (k : EuclideanSpace ℝ (Fin d)) : Matrix ι ι ℝ :=
  Matrix.of fun a b =>
    (if a = b then ‖k + G a‖ ^ 2 / (2 * L ^ 2) else 0) + p.eval (‖G a - G b‖ ^ 2 / L ^ 2)

/-- The two-wave gap at lattice scale `L ≠ 0` for a reciprocal vector whose length is `g`
at the reference scale. -/
def twoWaveGap (p : ℝ[X]) (g L : ℝ) : ℝ := 2 * |p.eval (g ^ 2 / L ^ 2)|

/-- On a Bragg plane, where both plane waves have the same kinetic energy, the two levels lie
half a `twoWaveGap` above and below their mean. -/
theorem twoWave_levels {d : ℕ} (G : Fin 2 → EuclideanSpace ℝ (Fin d)) (p : ℝ[X]) (L E : ℝ)
    (k : EuclideanSpace ℝ (Fin d)) (hk : ‖k + G 0‖ = ‖k + G 1‖) :
    (planeWaveH G p L k - E • (1 : Matrix (Fin 2) (Fin 2) ℝ)).det = 0 ↔
      E = ‖k + G 0‖ ^ 2 / (2 * L ^ 2) + p.eval 0 + twoWaveGap p ‖G 0 - G 1‖ L / 2 ∨
      E = ‖k + G 0‖ ^ 2 / (2 * L ^ 2) + p.eval 0 - twoWaveGap p ‖G 0 - G 1‖ L / 2 := by
  have h00 : planeWaveH G p L k 0 0 = ‖k + G 0‖ ^ 2 / (2 * L ^ 2) + p.eval 0 := by
    simp [planeWaveH]
  have h11 : planeWaveH G p L k 1 1 = ‖k + G 0‖ ^ 2 / (2 * L ^ 2) + p.eval 0 := by
    simp [planeWaveH, hk]
  have h01 : planeWaveH G p L k 0 1 = p.eval (‖G 0 - G 1‖ ^ 2 / L ^ 2) := by
    simp [planeWaveH]
  have h10 : planeWaveH G p L k 1 0 = p.eval (‖G 0 - G 1‖ ^ 2 / L ^ 2) := by
    simp [planeWaveH, norm_sub_rev (G 1) (G 0)]
  unfold twoWaveGap
  generalize ‖k + G 0‖ ^ 2 / (2 * L ^ 2) + p.eval 0 = c at *
  generalize p.eval (‖G 0 - G 1‖ ^ 2 / L ^ 2) = w at *
  -- the secular determinant is a difference of two squares
  have hdet : (planeWaveH G p L k - E • (1 : Matrix (Fin 2) (Fin 2) ℝ)).det
      = (E - c) ^ 2 - |w| ^ 2 := by
    rw [sq_abs]
    simp [Matrix.det_fin_two, h00, h01, h10, h11]
    ring
  rw [hdet, sub_eq_zero, sq_eq_sq_iff_eq_or_eq_neg]
  constructor
  · rintro (h | h)
    · left; linarith
    · right; linarith
  · rintro (h | h)
    · left; linarith
    · right; linarith

/-- The scale derivative of an open two-wave gap is set by the slope of the form factor
at the squared reciprocal length. -/
theorem gap_hasDerivAt (p : ℝ[X]) {g : ℝ} (hv : p.eval (g ^ 2) ≠ 0) :
    HasDerivAt (twoWaveGap p g)
      (-4 * g ^ 2 * p.derivative.eval (g ^ 2) * (p.eval (g ^ 2) / |p.eval (g ^ 2)|)) 1 := by
  have h1 : HasDerivAt (fun L : ℝ => g ^ 2 / L ^ 2) (-2 * g ^ 2) 1 :=
    ((hasDerivAt_const (1 : ℝ) (g ^ 2)).fun_div (hasDerivAt_pow 2 (1 : ℝ))
      (by norm_num)).congr_deriv (by norm_num; ring)
  have h2 : HasDerivAt (fun L : ℝ => p.eval (g ^ 2 / L ^ 2))
      (p.derivative.eval (g ^ 2) * (-2 * g ^ 2)) 1 :=
    (p.hasDerivAt (g ^ 2)).comp_of_eq 1 h1 (by norm_num)
  -- the absolute value is smooth on either side of zero
  rcases lt_or_gt_of_ne hv with h | h
  · have h3 := (hasDerivAt_abs_neg h).comp_of_eq 1 h2 (by norm_num)
    exact (h3.const_mul (2 : ℝ)).congr_deriv (by
      rw [abs_of_neg h, div_neg, div_self h.ne]; ring)
  · have h3 := (hasDerivAt_abs_pos h).comp_of_eq 1 h2 (by norm_num)
    exact (h3.const_mul (2 : ℝ)).congr_deriv (by
      rw [abs_of_pos h, div_self h.ne']; ring)

/-- For an open gap at a nonzero reciprocal length, this slope of the form factor produces
the gap derivative `s`. -/
theorem gap_slope_of_derivative (p : ℝ[X]) {g s : ℝ} (hg : g ≠ 0) (hv : p.eval (g ^ 2) ≠ 0)
    (hd : p.derivative.eval (g ^ 2) =
      -(s * |p.eval (g ^ 2)|) / (4 * g ^ 2 * p.eval (g ^ 2))) :
    HasDerivAt (twoWaveGap p g) s 1 := by
  refine (gap_hasDerivAt p hv).congr_deriv ?_
  rw [hd]
  have hw := abs_ne_zero.mpr hv
  generalize |p.eval (g ^ 2)| = w at hw ⊢
  field_simp

/-- Hermite interpolation: a polynomial can take prescribed values and prescribed slopes
at finitely many distinct nodes. -/
theorem hermite_interpolation {ι : Type*} (S : Finset ι) (x v d : ι → ℝ)
    (hx : Function.Injective x) :
    ∃ p : ℝ[X], ∀ i ∈ S, p.eval (x i) = v i ∧ p.derivative.eval (x i) = d i := by
  classical
  induction S using Finset.induction_on with
  | empty => exact ⟨0, by simp⟩
  | insert a S ha ih =>
    obtain ⟨p, hp⟩ := ih
    -- a polynomial vanishing at the old nodes but not at the new one
    obtain ⟨u, hu, hua⟩ : ∃ u : ℝ[X], (∀ i ∈ S, u.eval (x i) = 0) ∧ u.eval (x a) ≠ 0 := by
      refine ⟨∏ i ∈ S, (X - C (x i)), fun i hi => ?_, ?_⟩
      · rw [eval_prod]
        exact Finset.prod_eq_zero hi (by simp)
      · rw [eval_prod, Finset.prod_ne_zero_iff]
        intro i hi
        simp only [eval_sub, eval_X, eval_C]
        exact sub_ne_zero.mpr fun h => ha (by rw [hx h]; exact hi)
    obtain ⟨α, hα⟩ : ∃ α : ℝ, u.eval (x a) * u.eval (x a) * α = v a - p.eval (x a) :=
      ⟨(v a - p.eval (x a)) / (u.eval (x a) * u.eval (x a)), by field_simp⟩
    obtain ⟨β, hβ⟩ : ∃ β : ℝ, u.eval (x a) * u.eval (x a) * β =
        d a - p.derivative.eval (x a) - 2 * u.eval (x a) * u.derivative.eval (x a) * α :=
      ⟨(d a - p.derivative.eval (x a) - 2 * u.eval (x a) * u.derivative.eval (x a) * α) /
        (u.eval (x a) * u.eval (x a)), by field_simp⟩
    have hd : ∀ t : ℝ, (derivative (p + u * u * (C α + C β * (X - C (x a))))).eval t =
        p.derivative.eval t + 2 * u.eval t * u.derivative.eval t * (α + β * (t - x a))
          + u.eval t * u.eval t * β := by
      intro t
      simp only [derivative_add, derivative_mul, derivative_sub, derivative_X, derivative_C,
        eval_add, eval_mul, eval_sub, eval_X, eval_C, eval_zero, eval_one]
      ring
    refine ⟨p + u * u * (C α + C β * (X - C (x a))), fun i hi => ?_⟩
    rw [hd]
    simp only [eval_add, eval_mul, eval_sub, eval_X, eval_C]
    rcases Finset.mem_insert.mp hi with h | h
    · rw [h]
      exact ⟨by linear_combination hα, by linear_combination hβ⟩
    · rw [hu i h, (hp i h).1, (hp i h).2]
      exact ⟨by ring, by ring⟩

/-- For finitely many distinct positive reciprocal lengths, a polynomial form factor can have
any nonzero couplings `v j` and, at the same time, any scale derivatives `s j` of the gaps. -/
theorem exists_formFactor_with_gap_slopes {ι : Type*} [Fintype ι] (G v s : ι → ℝ)
    (hG : Function.Injective G) (hpos : ∀ j, 0 < G j) (hv : ∀ j, v j ≠ 0) :
    ∃ p : ℝ[X], ∀ j, p.eval (G j ^ 2) = v j ∧ HasDerivAt (twoWaveGap p (G j)) (s j) 1 := by
  obtain ⟨p, hp⟩ := hermite_interpolation Finset.univ (fun j => G j ^ 2) v
    (fun j => -(s j * |v j|) / (4 * G j ^ 2 * v j))
    (fun i j h => hG ((sq_eq_sq₀ (hpos i).le (hpos j).le).mp h))
  refine ⟨p, fun j => ?_⟩
  obtain ⟨h1, h2⟩ := hp j (Finset.mem_univ j)
  exact ⟨h1, gap_slope_of_derivative p (hpos j).ne' (by rw [h1]; exact hv j)
    (by rw [h2, h1])⟩

/-- In a finite plane-wave basis, a form factor can be replaced without changing the Hamiltonian
at the reference volume for any `k`, while every open two-wave gap between distinct basis vectors
gets a scale derivative prescribed as a function of reciprocal length. -/
theorem same_hamiltonian_any_gap_slopes {ι : Type*} [Fintype ι] [DecidableEq ι] {d : ℕ}
    (G : ι → EuclideanSpace ℝ (Fin d)) (p₀ : ℝ[X]) (s : ℝ → ℝ) :
    ∃ p : ℝ[X], (∀ k, planeWaveH G p 1 k = planeWaveH G p₀ 1 k) ∧
      ∀ a b, G a ≠ G b → p₀.eval (‖G a - G b‖ ^ 2) ≠ 0 →
        HasDerivAt (twoWaveGap p ‖G a - G b‖) (s ‖G a - G b‖) 1 := by
  obtain ⟨p, hp⟩ := hermite_interpolation
    (Finset.univ.image fun ab : ι × ι => ‖G ab.1 - G ab.2‖ ^ 2) id (fun q => p₀.eval q)
    (fun q => -(s (Real.sqrt q) * |p₀.eval q|) / (4 * q * p₀.eval q)) Function.injective_id
  have hmem : ∀ a b, ‖G a - G b‖ ^ 2 ∈
      Finset.univ.image fun ab : ι × ι => ‖G ab.1 - G ab.2‖ ^ 2 :=
    fun a b => Finset.mem_image.mpr ⟨(a, b), Finset.mem_univ _, rfl⟩
  have h1 : ∀ a b, p.eval (‖G a - G b‖ ^ 2) = p₀.eval (‖G a - G b‖ ^ 2) :=
    fun a b => (hp _ (hmem a b)).1
  refine ⟨p, fun k => ?_, fun a b hab hv => ?_⟩
  · ext a b
    simp only [planeWaveH, Matrix.of_apply, one_pow, div_one, h1]
  · have h2 := (hp _ (hmem a b)).2
    simp only [id_eq, Real.sqrt_sq (norm_nonneg _)] at h2
    exact gap_slope_of_derivative p (norm_ne_zero_iff.mpr (sub_ne_zero.mpr hab))
      (by rw [h1]; exact hv) (by rw [h2, h1])

/-- If a two-wave gap is closed at the reference scale and is differentiable there,
its scale derivative is zero. -/
theorem closed_gap_slope_eq_zero (p : ℝ[X]) {g s : ℝ} (h0 : p.eval (g ^ 2) = 0)
    (hs : HasDerivAt (twoWaveGap p g) s 1) : s = 0 := by
  -- a closed gap is a minimum of a nonnegative function
  have hmin : ∀ L, twoWaveGap p g 1 ≤ twoWaveGap p g L := by
    intro L
    have h : twoWaveGap p g 1 = 0 := by simp [twoWaveGap, h0]
    rw [h]
    unfold twoWaveGap
    positivity
  have hloc : IsLocalMin (twoWaveGap p g) 1 := Filter.Eventually.of_forall hmin
  exact hloc.hasDerivAt_eq_zero hs

end

end PlaneWaveDeformation
```

```lean
#print axioms PlaneWaveDeformation.twoWave_levels
#print axioms PlaneWaveDeformation.exists_formFactor_with_gap_slopes
#print axioms PlaneWaveDeformation.same_hamiltonian_any_gap_slopes
#print axioms PlaneWaveDeformation.closed_gap_slope_eq_zero
```

```
'PlaneWaveDeformation.twoWave_levels' depends on axioms: [propext, Classical.choice, Quot.sound]
'PlaneWaveDeformation.exists_formFactor_with_gap_slopes' depends on axioms: [propext, Classical.choice, Quot.sound]
'PlaneWaveDeformation.same_hamiltonian_any_gap_slopes' depends on axioms: [propext, Classical.choice, Quot.sound]
'PlaneWaveDeformation.closed_gap_slope_eq_zero' depends on axioms: [propext, Classical.choice, Quot.sound]
```

## Values and slopes that can be chosen together

The theorem `exists_formFactor_with_gap_slopes` takes finitely many distinct lengths $G_j>0$, nonzero real couplings $v_j$ and arbitrary real numbers $s_j$. It provides one real polynomial $p$ such that, for every $j$,

$$p(G_j^2)=v_j,\qquad \left.\frac{d}{dL}\,2\left|p\!\left(G_j^2/L^2\right)\right|\,\right|_{L=1}=s_j .$$

In Lean, `Function.Injective G` says that the lengths are distinct, and `HasDerivAt (twoWaveGap p (G j)) (s j) 1` says that the gap, as a function of $L$, is differentiable at $L=1$ with derivative $s_j$.

The theorem `same_hamiltonian_any_gap_slopes` keeps more fixed. It starts from a finite plane-wave basis and any polynomial form factor $p_0$, and gives a polynomial $p$ with the same Hamiltonian matrix at $L=1$ for every $k$. All bands computed in that basis at the reference volume therefore agree. Still, every two-wave gap between distinct basis vectors that is open at $L=1$ has a prescribed slope. The slope is a function `s` of the reciprocal length, because pairs with the same length share the same gap function.

## The crystal and its form factor

The scale $L$ multiplies all lattice lengths, and $L=1$ is the reference volume. The vectors $k$ and $G_a$ are in units of the reference lattice, so the physical wavevectors are $(k+G_a)/L$. With $\hbar=m=1$, `planeWaveH` is the matrix

$$H_{ab}=\delta_{ab}\frac{|k+G_a|^2}{2L^2}+p\!\left(\frac{|G_a-G_b|^2}{L^2}\right).$$

The polynomial $p$ stands for a local potential that depends only on the squared physical wavevector and does not itself change with volume. The strain is a uniform scaling, the structure factor is one, and there is no self-consistent response of the electrons. A nonzero polynomial does not decay at large wavevectors, unlike the form factor of a real pseudopotential; only the values and slopes of $p$ at finitely many points are controlled.

In $d\geq1$ dimensions the volume scales as $L^d$, so the deformation potential with respect to the logarithm of the volume is $s_j/d$. For non-interacting electrons in this finite-basis model, and with no restriction on the degree or coefficients of $p$, a fit at one volume thus leaves the deformation potentials of the open two-wave gaps undetermined, and information on the slope of the form factor has to come from elsewhere. In a basis of more than two waves, `twoWaveGap` is the gap of the isolated pair, which in general is not an exact splitting of the full matrix.

## Two levels on a Bragg plane

Take two plane waves with $|k+G_0|=|k+G_1|$. This condition does not involve $L$, so the same reduced $k$ stays on the Bragg plane as the crystal is scaled. Write

$$c=\frac{|k+G_0|^2}{2L^2}+p(0),\qquad w=p\!\left(\frac{|G_0-G_1|^2}{L^2}\right).$$

Both diagonal entries are $c$ and both off-diagonal entries are $w$, so the secular equation is

$$(E-c)^2-w^2=0,\qquad E=c\pm|w| .$$

The gap is $2|w|$, which is the definition of `twoWaveGap`. The theorem `twoWave_levels` proves this as an equivalence: the determinant vanishes exactly at these two energies. Its proof computes the four entries, abbreviates them by `c` and `w`, and factors the difference of squares with `sq_eq_sq_iff_eq_or_eq_neg`.

## The gap derivative in terms of the form factor

Let $g$ be the reciprocal length at the reference scale. The argument of $p$ has the derivative

$$\left.\frac{d}{dL}\frac{g^2}{L^2}\right|_{L=1}=-2g^2 .$$

If $p(g^2)\neq0$, the absolute value is differentiable there, with derivative $p(g^2)/|p(g^2)|$. The chain rule gives

$$\left.\frac{d}{dL}2\left|p(g^2/L^2)\right|\,\right|_{L=1}=-4g^2\,p'(g^2)\,\frac{p(g^2)}{|p(g^2)|}.$$

In `gap_hasDerivAt`, `h1` is the inner derivative, `h2` adds the polynomial, and the two cases of `rcases` treat negative and positive coupling. Setting the result equal to $s$ and solving for the slope of $p$ gives, for $g\neq0$,

$$p'(g^2)=-\frac{s\,|p(g^2)|}{4g^2\,p(g^2)} .$$

The lemma `gap_slope_of_derivative` substitutes this slope and confirms that the gap derivative is $s$.

## Interpolating values and slopes

It remains to find a polynomial with given values $v_i$ and slopes $d_i$ at distinct nodes $x_i$. The lemma `hermite_interpolation` does this for values and first derivatives, and makes no statement about degree or uniqueness.

The proof is by induction on the set of nodes. For no nodes, $p=0$ will do. Suppose that $p$ is right on a finite set $S$, and let $x_a$ be a new node. Put

$$u(x)=\prod_{i\in S}(x-x_i),\qquad \tilde p(x)=p(x)+u(x)^2\bigl(\alpha+\beta(x-x_a)\bigr).$$

The derivative is

$$\tilde p'(x)=p'(x)+2u(x)u'(x)\bigl(\alpha+\beta(x-x_a)\bigr)+u(x)^2\beta .$$

At an old node $u=0$, so both the value and the slope are unchanged; this is the purpose of the square. At the new node the requirements are

$$u(x_a)^2\alpha=v_a-p(x_a),$$
$$u(x_a)^2\beta=d_a-p'(x_a)-2u(x_a)u'(x_a)\alpha .$$

Since the nodes are distinct, $u(x_a)\neq0$, and the equations can be solved first for $\alpha$ and then for $\beta$. In the code these are `hα` and `hβ`, the derivative formula is `hd`, and `linear_combination` closes the two conditions at the new node.

For `exists_formFactor_with_gap_slopes`, the nodes are $G_j^2$, which are distinct because the $G_j$ are distinct and positive. The values are $v_j$, and the slopes are $-s_j|v_j|/(4G_j^2v_j)$.

For `same_hamiltonian_any_gap_slopes`, the nodes are all the numbers $|G_a-G_b|^2$, including zero from the diagonal. Collecting them in a `Finset` removes repetitions. The values are those of $p_0$, so every matrix element at $L=1$ is preserved, and `Real.sqrt q` recovers the length from the node $q$. At zero and at closed gaps the slope formula divides by zero; Lean then supplies the value $0$, which is harmless because no gap slope is claimed there.

## One gap, a closed gap and a volume prefactor

For a single length $G$ with coupling $v\neq0$, a linear form factor is enough:

$$p(x)=v-\frac{s|v|}{4G^2v}\,(x-G^2).$$

It equals $v$ at $x=G^2$ for every $s$, while the gap derivative is $s$. For $s=0$ it is constant, and the gap does not change with the scale at all.

A closed gap behaves differently. If $p(g^2)=0$, the gap is zero at $L=1$ and nonnegative elsewhere, so $L=1$ is a minimum. If the gap is differentiable there, its derivative must vanish, which is `closed_gap_slope_eq_zero`. A nonzero slope therefore cannot be prescribed for a gap with $v_j=0$.

The interpolation also handles the open gaps of a potential whose Fourier components carry a factor $L^{-d}$ from the cell volume. By the product rule, the gap $2L^{-d}|p(G_j^2/L^2)|$ has the derivative $s_j-2d|v_j|$ at $L=1$. To obtain a desired slope $t_j$, one applies the interpolation with $s_j=t_j+2d|v_j|$.
